# The multiband winding number of a C¹ periodic family of invertible matrices is an integer

Take a chain with two sites per unit cell, real hopping t₁ inside the cell and t₂ between neighbouring cells, and no other terms. At crystal momentum k, measured in units of the inverse lattice constant, the amplitude that couples the two sublattices is

b(k) = t₁ + t₂ e^{ik},

and the band energies are ±|b(k)|. If |t₁| ≠ |t₂|, b(k) never vanishes and there is a gap at zero energy. As k runs from 0 to 2π, b(k) traces a closed curve in the complex plane that avoids the origin. Write b = r e^{iθ} with r > 0 and θ continuous. Then

b'/b = r'/r + iθ',

∫₀^{2π} b'/b dk = ln[r(2π)/r(0)] + i[θ(2π) − θ(0)] = 2πi m.

The logarithm vanishes because r returns to its initial value, and the phase can only have changed by a whole number m of turns. For this chain, m is 0 when |t₂| < |t₁| and 1 when |t₂| > |t₁|.

With several orbitals on each sublattice, b(k) becomes a square matrix B(k), which has no single phase. Where B(k) is invertible, its determinant has one, and the trace of B⁻¹B' turns out to be the logarithmic derivative of that determinant. The orbitals of each sublattice are labelled by a finite index type `n`, so both sublattices have the same number of them.

```lean
import Mathlib

open Matrix

namespace MultibandWinding

noncomputable section

variable {n : Type*} [Fintype n] [DecidableEq n]
```

## The winding number as an integral over k

The derivative B' is taken entry by entry:

(B')ᵢⱼ(k) = d/dk Bᵢⱼ(k).

A subscript i is an orbital index; elsewhere i is the imaginary unit, which Lean writes as `Complex.I`.

```lean
/-- The entrywise derivative of a matrix family with respect to the crystal momentum `k`. -/
def kDeriv (B : ℝ → Matrix n n ℂ) (k : ℝ) : Matrix n n ℂ :=
  Matrix.of fun i j => deriv (fun q => B q i j) k
```

The quantity of interest is

w = (1/2πi) ∫₀^{2π} tr(B⁻¹B') dk.

```lean
/-- The multiband winding number: the integral of `tr (B⁻¹ B')` over the Brillouin zone
`[0, 2π]`, divided by `2πi`, for a family `B` of invertible matrices. -/
def windingNumber (B : ℝ → Matrix n n ℂ) : ℂ :=
  (∫ k in (0 : ℝ)..(2 * Real.pi), ((B k)⁻¹ * kDeriv B k).trace) / (2 * Real.pi * Complex.I)
```

`windingNumber B` is defined as a complex number. Nothing in the definition makes it real, let alone an integer. The formula can be written down for any family, but it has its intended meaning only where B is differentiable and invertible, which the integrality theorem assumes.

The matrix B enters the physics as the off-diagonal block of the Bloch Hamiltonian

H = [[0, B], [B†, 0]].

```lean
/-- The chiral Bloch Hamiltonian with off-diagonal blocks `B` and `B†`, which couple the two
sublattices. -/
def chiralHamiltonian (B : Matrix n n ℂ) : Matrix (n ⊕ n) (n ⊕ n) ℂ :=
  Matrix.fromBlocks 0 B Bᴴ 0
```

The type `n ⊕ n` lists the orbitals of the first sublattice and then those of the second. The zero diagonal blocks express chiral symmetry: no on-site energies and no hopping within a sublattice. Exchanging the sublattices replaces B by B† and reverses the sign of w, so the order of the blocks is a convention.

## The derivative of a determinant

Start from the permutation expansion

det B = Σ_σ sgn(σ) ∏ᵢ B_{σ(i)i}.

The product rule gives

(det B)' = Σ_σ sgn(σ) Σᵢ (∏_{j≠i} B_{σ(j)j}) B'_{σ(i)i}.

Exchange the two sums. For fixed i, the sum over σ is the determinant of B with column i replaced by column i of B'. By Cramer's rule, that determinant is

Σᵣ adj(B)ᵢᵣ B'ᵣᵢ = (adj(B) B')ᵢᵢ,

where adj(B) is the adjugate, the transposed matrix of cofactors. Summing over i yields Jacobi's formula:

(det B)' = tr(adj(B) B').

```lean
/-- Jacobi's formula: where the entries of `B` are differentiable, the derivative of `det B`
is `tr (adj(B) B')`. -/
theorem hasDerivAt_det {B : ℝ → Matrix n n ℂ} {k : ℝ}
    (hB : ∀ i j, DifferentiableAt ℝ (fun q => B q i j) k) :
    HasDerivAt (fun q => (B q).det) ((B k).adjugate * kDeriv B k).trace k := by
  -- differentiate each term of the permutation expansion
  have hterm : ∀ σ : Equiv.Perm n, HasDerivAt
      (fun q => ((Equiv.Perm.sign σ : ℤ) : ℂ) * ∏ i, B q (σ i) i)
      (((Equiv.Perm.sign σ : ℤ) : ℂ) *
        ∑ i, (∏ j ∈ Finset.univ.erase i, B k (σ j) j) * kDeriv B k (σ i) i) k := by
    intro σ
    have h := HasDerivAt.fun_finsetProd (u := Finset.univ)
      (fun i _ => (hB (σ i) i).hasDerivAt)
    exact h.const_mul _
  -- by Cramer's rule the trace replaces one column at a time by its derivative
  have htr : ((B k).adjugate * kDeriv B k).trace =
      ∑ i, ((B k).updateCol i (fun r => kDeriv B k r i)).det := by
    simp only [Matrix.trace, Matrix.diag_apply]
    refine Finset.sum_congr rfl fun i _ => ?_
    rw [← Matrix.cramer_apply, Matrix.cramer_eq_adjugate_mulVec]
    rfl
  simp only [Matrix.det_apply'] at htr ⊢
  refine (HasDerivAt.fun_sum fun σ _ => hterm σ).congr_deriv ?_
  rw [htr, Finset.sum_comm]
  refine Finset.sum_congr rfl fun σ _ => ?_
  rw [Finset.mul_sum]
  refine Finset.sum_congr rfl fun i _ => ?_
  rw [← Finset.prod_erase_mul Finset.univ _ (Finset.mem_univ i), Matrix.updateCol_self]
  congr 2
  refine Finset.prod_congr rfl fun j hj => ?_
  rw [Matrix.updateCol_ne (Finset.ne_of_mem_erase hj)]
```

The hypothesis `hB` asks only for differentiable entries at the one point k; invertibility is not needed yet. In the proof, `hterm` is the product rule for one permutation and `htr` is Cramer's rule summed over columns. `Finset.sum_comm` exchanges the sums, and the remaining lines compare the products factor by factor: column i carries the derivative and every other column is unchanged.

Where det B ≠ 0, the adjugate can be expressed through the inverse:

adj(B) = adj(B) B B⁻¹ = det B · B⁻¹.

Inserting this into Jacobi's formula gives

(det B)' = det B · tr(B⁻¹B').

```lean
/-- Where `B` is differentiable and invertible, `(det B)' = det B · tr (B⁻¹ B')`. -/
theorem deriv_det {B : ℝ → Matrix n n ℂ} {k : ℝ}
    (hB : ∀ i j, DifferentiableAt ℝ (fun q => B q i j) k) (h : (B k).det ≠ 0) :
    deriv (fun q => (B q).det) k = (B k).det * ((B k)⁻¹ * kDeriv B k).trace := by
  have hadj : (B k).adjugate = (B k).det • (B k)⁻¹ := by
    calc (B k).adjugate = (B k).adjugate * (B k * (B k)⁻¹) := by
          rw [Matrix.mul_nonsing_inv _ (isUnit_iff_ne_zero.mpr h), mul_one]
      _ = (B k).det • (B k)⁻¹ := by
          rw [← mul_assoc, Matrix.adjugate_mul, Matrix.smul_mul, one_mul]
  rw [(hasDerivAt_det hB).deriv, hadj, Matrix.smul_mul, Matrix.trace_smul, smul_eq_mul]
```

The two-line calculation of the adjugate is `hadj`. After it, the scalar det B is moved out of the trace.

The determinant is a sum of products of entries. If the entries have continuous derivatives, so does the determinant.

```lean
/-- The determinant of a continuously differentiable matrix family is continuously
differentiable. -/
theorem contDiff_det {B : ℝ → Matrix n n ℂ} (hB : ∀ i j, ContDiff ℝ 1 fun k => B k i j) :
    ContDiff ℝ 1 fun k => (B k).det := by
  simp only [Matrix.det_apply']
  exact ContDiff.sum fun σ _ => contDiff_const.mul (contDiff_prod fun i _ => hB _ _)
```

`ContDiff ℝ 1` means once continuously differentiable with respect to the real variable k. The values remain complex.

## A closed curve turns a whole number of times

Let f be a continuously differentiable complex function without zeros, and let f(b) = f(a), where a and b now denote two real end points. The phase argument of the opening example can be carried out without choosing a branch of the logarithm. Set

F(x) = ∫ₐˣ f'(k)/f(k) dk,

G(x) = f(x) e^{−F(x)}.

Since F' = f'/f,

G' = f' e^{−F} − f (f'/f) e^{−F} = 0.

So G is constant. Comparing the end points, with F(a) = 0,

f(b) e^{−F(b)} = f(a).

Because f(b) = f(a) ≠ 0, it follows that e^{−F(b)} = 1. Hence −F(b) = 2πi m for some integer m, and F(b) = 2πi(−m).

```lean
/-- For a continuously differentiable, nowhere vanishing complex function with equal values at
`a` and `b`, the integral of `f'/f` from `a` to `b` is an integer multiple of `2πi`. -/
theorem integral_logDeriv {f : ℝ → ℂ} (hf : ContDiff ℝ 1 f) (h0 : ∀ k, f k ≠ 0) {a b : ℝ}
    (hab : f b = f a) :
    ∃ m : ℤ, ∫ k in a..b, deriv f k / f k = m * (2 * Real.pi * Complex.I) := by
  have hc : Continuous fun k => deriv f k / f k :=
    (hf.continuous_deriv (by simp)).div hf.continuous h0
  obtain ⟨F, hFdef⟩ : ∃ F : ℝ → ℂ, F = fun x => ∫ k in a..x, deriv f k / f k := ⟨_, rfl⟩
  have hF : ∀ x, HasDerivAt F (deriv f x / f x) x := by
    intro x
    rw [hFdef]
    exact (hc.integral_hasStrictDerivAt a x).hasDerivAt
  -- the function f exp(-F) is constant
  have hG : ∀ x, HasDerivAt (fun x => f x * Complex.exp (-F x)) 0 x := by
    intro x
    have hx := h0 x
    have e : f x * (deriv f x / f x) = deriv f x := by field_simp
    have hd : HasDerivAt f (deriv f x) x :=
      ((hf.differentiable (by simp)) x).hasDerivAt
    refine (hd.fun_mul (hF x).fun_neg.cexp).congr_deriv ?_
    linear_combination (-Complex.exp (-F x)) * e
  have hconst := is_const_of_deriv_eq_zero (fun x => (hG x).differentiableAt)
    (fun x => (hG x).deriv) b a
  have hFa : F a = 0 := by simp [hFdef]
  have hexp : Complex.exp (-F b) = 1 := by
    apply mul_left_cancel₀ (h0 a)
    simpa [hFa, hab] using hconst
  obtain ⟨m, hm⟩ := Complex.exp_eq_one_iff.mp hexp
  refine ⟨-m, ?_⟩
  have hFb : F b = ∫ k in a..b, deriv f k / f k := by rw [hFdef]
  rw [← hFb]
  push_cast
  linear_combination -hm
```

Continuity of the integrand, `hc`, allows the fundamental theorem of calculus to supply `hF`. The vanishing derivative of G is `hG`, its constancy is `hconst`, and `hexp` is the equation for the exponential. The sign in the last step is why the proof supplies `-m` as its integer.

## From the determinant to the winding number

Now take f = det B, a = 0 and b = 2π. Periodicity gives B(2π) = B(0), so the determinant has equal end values. Dividing the derivative formula by det B gives

tr(B⁻¹B') = (det B)'/det B.

The integral is therefore 2πi m, and division by 2πi leaves

w = m.

```lean
/-- The multiband winding number of a continuously differentiable, `2π`-periodic family of
invertible matrices is an integer. -/
theorem windingNumber_integer {B : ℝ → Matrix n n ℂ}
    (hB : ∀ i j, ContDiff ℝ 1 fun k => B k i j) (hinv : ∀ k, (B k).det ≠ 0)
    (hper : Function.Periodic B (2 * Real.pi)) :
    ∃ m : ℤ, windingNumber B = m := by
  have hend : (B (2 * Real.pi)).det = (B 0).det := by
    have h := hper 0
    rw [zero_add] at h
    rw [h]
  obtain ⟨m, hm⟩ := integral_logDeriv (contDiff_det hB) hinv hend
  refine ⟨m, ?_⟩
  -- the integrand is the logarithmic derivative of the determinant
  have key : ∀ k, ((B k)⁻¹ * kDeriv B k).trace =
      deriv (fun q => (B q).det) k / (B k).det := by
    intro k
    rw [eq_div_iff (hinv k),
      deriv_det (fun i j => ((hB i j).differentiable (by simp)) k) (hinv k), mul_comm]
  unfold windingNumber
  simp only [key]
  rw [hm, mul_div_assoc, div_self Complex.two_pi_I_ne_zero, mul_one]
```

The three hypotheses say that every entry of B is continuously differentiable, that B(k) is invertible at every real k, and that B has period 2π. The conclusion `∃ m : ℤ, windingNumber B = m` equates a complex number with an integer, so it also says that the imaginary part vanishes. `hend` compares the end points and `key` rewrites the integrand.

Periodicity fixes a Bloch convention: the phases in B(k) refer to unit cells. If they refer to the positions of the orbitals within the cell, B(k) need not return to itself after 2π.

## Decoupled chains with prescribed winding

Suppose that orbital j of one sublattice couples only to orbital j of the other, with unit amplitude and across mⱼ cells. Then

B(k) = diag(e^{i mⱼ k}),

B'(k) = B(k) D, with D = diag(i mⱼ).

Consequently

tr(B⁻¹B') = tr D = i Σⱼ mⱼ,

w = (1/2πi) · 2π · i Σⱼ mⱼ = Σⱼ mⱼ.

```lean
/-- The diagonal family with entries `exp(i m_j k)`, for integers `m_j`, has winding number
`∑ m_j`. -/
theorem windingNumber_diagonal (m : n → ℤ) :
    windingNumber (fun k => Matrix.diagonal fun j => Complex.exp (m j * (k : ℂ) * Complex.I)) =
      ((∑ j, m j : ℤ) : ℂ) := by
  have key : ∀ k : ℝ, ((Matrix.diagonal fun j => Complex.exp (m j * (k : ℂ) * Complex.I))⁻¹ *
      kDeriv (fun q : ℝ => Matrix.diagonal fun j =>
        Complex.exp (m j * (q : ℂ) * Complex.I)) k).trace = ∑ j, (m j : ℂ) * Complex.I := by
    intro k
    -- here B' = B D with the constant matrix D = diag(i m_j)
    have hD : kDeriv (fun q : ℝ => Matrix.diagonal fun j =>
        Complex.exp (m j * (q : ℂ) * Complex.I)) k =
        (Matrix.diagonal fun j => Complex.exp (m j * (k : ℂ) * Complex.I)) *
          Matrix.diagonal fun j => (m j : ℂ) * Complex.I := by
      ext i j
      rw [Matrix.diagonal_mul_diagonal]
      by_cases hij : i = j
      · subst hij
        have h0 : HasDerivAt (fun q : ℝ => (q : ℂ)) 1 k := by
          simpa using (hasDerivAt_id k).ofReal_comp
        have h1 := ((h0.const_mul (m i : ℂ)).mul_const Complex.I).cexp.deriv
        simp only [kDeriv, Matrix.of_apply, Matrix.diagonal_apply_eq]
        rw [h1, mul_one]
      · simp [kDeriv, Matrix.diagonal_apply_ne _ hij]
    have hdet : IsUnit (Matrix.diagonal fun j =>
        Complex.exp (m j * (k : ℂ) * Complex.I)).det := by
      rw [Matrix.det_diagonal, isUnit_iff_ne_zero]
      exact Finset.prod_ne_zero_iff.mpr fun j _ => Complex.exp_ne_zero _
    rw [hD, ← mul_assoc, Matrix.nonsing_inv_mul _ hdet, one_mul, Matrix.trace_diagonal]
  unfold windingNumber
  simp only [key]
  rw [intervalIntegral.integral_const, ← Finset.sum_mul, Complex.real_smul,
    div_eq_iff Complex.two_pi_I_ne_zero]
  push_cast
  ring
```

The relation B' = BD is `hD`, and `hdet` records that no diagonal exponential vanishes, so that B can be cancelled against its inverse. With at least one orbital per sublattice, a suitable choice of the mⱼ produces any given integer. The winding number retains only the sum: two chains with m = 1 and m = −1 together give 0.

## A gap at zero energy supplies the invertible block

The remaining question is when a chiral Hamiltonian has an invertible B. Squaring H removes the off-diagonal blocks:

H² = [[BB†, 0], [0, B†B]].

Taking determinants,

(det H)² = det(BB†) det(B†B) = |det B|⁴.

Thus det H ≠ 0 exactly when det B ≠ 0.

```lean
/-- The chiral Hamiltonian has nonzero determinant exactly when its off-diagonal block `B`
has nonzero determinant. -/
theorem chiralHamiltonian_det_ne_zero_iff (B : Matrix n n ℂ) :
    (chiralHamiltonian B).det ≠ 0 ↔ B.det ≠ 0 := by
  -- the square of the Hamiltonian is block diagonal
  have h : (chiralHamiltonian B).det * (chiralHamiltonian B).det =
      (B * Bᴴ).det * (Bᴴ * B).det := by
    rw [← Matrix.det_mul, chiralHamiltonian, Matrix.fromBlocks_multiply]
    simp only [Matrix.zero_mul, Matrix.mul_zero, zero_add, add_zero,
      Matrix.det_fromBlocks_zero₂₁]
  rw [Matrix.det_mul, Matrix.det_mul, Matrix.det_conjTranspose] at h
  refine not_congr ⟨fun hH => ?_, fun hB => ?_⟩
  · rw [hH] at h
    simpa using h.symm
  · rw [hB] at h
    simpa using h
```

The equation for (det H)² is `h`, and the two directions follow by setting one determinant to zero and reading off the other. Since the eigenvalues of H are the band energies, det H(k) ≠ 0 means that no band lies at zero energy at that k.

The winding number can therefore be stated for the Hamiltonian itself: if B(k) is continuously differentiable and 2π-periodic, and no band reaches zero energy at any k, then w is an integer.

```lean
/-- If a chiral Bloch Hamiltonian has a continuously differentiable, `2π`-periodic off-diagonal
block `B(k)` and nonzero determinant at every `k`, the winding number of `B` is an integer. -/
theorem chiral_windingNumber_integer {B : ℝ → Matrix n n ℂ}
    (hB : ∀ i j, ContDiff ℝ 1 fun k => B k i j)
    (hgap : ∀ k, (chiralHamiltonian (B k)).det ≠ 0)
    (hper : Function.Periodic B (2 * Real.pi)) :
    ∃ m : ℤ, windingNumber B = m :=
  windingNumber_integer hB (fun k => (chiralHamiltonian_det_ne_zero_iff (B k)).mp (hgap k)) hper

end

end MultibandWinding
```

The hypothesis `hgap` is the absence of bulk zero-energy states, and the preceding equivalence turns it into the invertibility required of B. Once the unit cell and the order of the sublattices are chosen, every Bloch Hamiltonian that meets the three hypotheses has an integer label. The label depends on the choice of cell: regrouping the sites of the opening chain so that t₂ lies inside the cell multiplies b(k) by e^{−ik} and lowers m by 1, although the infinite chain is the same. Since the integrand tr(B⁻¹B') is continuous, its Riemann sums over a uniform k-grid, divided by 2πi, approach the integer as the grid is refined.

The Hamiltonian here describes an infinite periodic chain. Passing to a half-infinite chain, where the integer is related to zero-energy states at the end, requires a separate argument.

```lean
#print axioms MultibandWinding.windingNumber_integer
#print axioms MultibandWinding.windingNumber_diagonal
#print axioms MultibandWinding.chiral_windingNumber_integer
```

```
'MultibandWinding.windingNumber_integer' depends on axioms: [propext, Classical.choice, Quot.sound]
'MultibandWinding.windingNumber_diagonal' depends on axioms: [propext, Classical.choice, Quot.sound]
'MultibandWinding.chiral_windingNumber_integer' depends on axioms: [propext, Classical.choice, Quot.sound]
```
